# A Hermitian matrix is an LCU of two unitaries with normalization equal to its operator norm

## Can the normalization always be brought down to ‖H‖ with two unitaries?

Before I can run qubitization on a molecular Hamiltonian \(H\), I have to divide it by a number \(\alpha\) and place \(H/\alpha\) in a block of a larger unitary. With a linear combination of unitaries (LCU), \(H=\sum_j c_jU_j\), that number is \(\sum_j|c_j|\), and for a sum of Pauli strings it is often well above the operator norm \(\|H\|\).

I have seen the claim that two unitaries are enough to close the gap: if \(\|H\|\le\alpha\) and \(\alpha>0\), then \(H=\frac{\alpha}{2}(U+U^\dagger)\) for some unitary \(U\) that commutes with \(H\). I would like to see this derived in full and checked by machine, together with the statement that no LCU does better than \(\|H\|\) and with the circuit that uses the decomposition.

## Answer

Yes, for every Hermitian matrix of finite size. The idea is to replace each rescaled eigenvalue by a phase whose real part is that eigenvalue.

### From eigenvalues to phases

For real \(x\) with \(|x|\le 1\), put
\[
z(x)=x+\mathrm{i}\sqrt{1-x^2}.
\]
The square root is real, so
\[
z(x)\,z(x)^*=x^2+(1-x^2)=1,\qquad z(x)+z(x)^*=2x .
\]

Now diagonalise \(H=VDV^\dagger\), with \(V\) unitary and \(D\) the diagonal matrix of the real eigenvalues \(e_i\). Multiplying by a unitary on either side leaves the operator norm unchanged, so \(\|H\|=\|D\|\). The norm of a diagonal matrix is the largest absolute value on its diagonal. Hence \(|e_i|\le\|H\|\le\alpha\), and \(|e_i/\alpha|\le1\).

Let \(Z\) be the diagonal matrix with entries \(z(e_i/\alpha)\), and set \(U=VZV^\dagger\). Three short calculations finish the argument:
\[
UU^\dagger=VZV^\dagger VZ^\dagger V^\dagger=VZZ^\dagger V^\dagger=VV^\dagger=1,
\]
\[
UH=VZDV^\dagger=VDZV^\dagger=HU,
\]
\[
\tfrac{\alpha}{2}(U+U^\dagger)=V\,\tfrac{\alpha}{2}(Z+Z^\dagger)\,V^\dagger=VDV^\dagger=H .
\]
The last line holds because the \(i\)-th diagonal entry of \(\frac{\alpha}{2}(Z+Z^\dagger)\) is \(\frac{\alpha}{2}\cdot\frac{2e_i}{\alpha}=e_i\).

### No LCU goes below the norm

Suppose \(H=\sum_j c_jU_j\) with finitely many unitaries \(U_j\) and complex coefficients \(c_j\). Each \(U_j\) has norm at most 1, so the triangle inequality gives
\[
\|H\|\le\sum_j|c_j|\,\|U_j\|\le\sum_j|c_j| .
\]
If \(H\ne0\), choosing \(\alpha=\|H\|\) above gives two coefficients \(\|H\|/2\), whose sum is exactly \(\|H\|\). If \(H=0\), the empty sum has normalization 0. The norm is therefore the least normalization among all finite decompositions of \(H\) into unitaries.

### The circuit with one ancilla

Write operators on ancilla and system as \(2\times2\) blocks, labelled by the ancilla state. The Hadamard gate on the ancilla is \(P\), and the select gate \(S\) applies \(U\) or \(U^\dagger\):
\[
P=\frac{1}{\sqrt2}\begin{pmatrix}1&1\\1&-1\end{pmatrix},\qquad
S=\begin{pmatrix}U&0\\0&U^\dagger\end{pmatrix}.
\]
Both are unitary, and so is the circuit
\[
PSP=\frac12\begin{pmatrix}U+U^\dagger&U-U^\dagger\\U-U^\dagger&U+U^\dagger\end{pmatrix}.
\]
Its upper-left block, with the ancilla in state 0 before and after, is \((U+U^\dagger)/2=H/\alpha\). The usual qubitization walk follows the block encoding by a reflection about ancilla state 0, and for this the block encoding must be its own inverse. \(PSP\) in general is not. Changing the sign of its second block column, which is a Pauli \(\sigma_z\) gate on the ancilla before the circuit, makes it Hermitian and hence its own inverse, with the same upper-left block. The Lean file does not treat this last step.

### A 2 × 2 Hamiltonian in numbers

In some energy unit, take
\[
H=\begin{pmatrix}3.4&3.2\\3.2&-1.4\end{pmatrix}=1+2.4\,\sigma_z+3.2\,\sigma_x ,
\]
where \(\sigma_x,\sigma_z\) are Pauli matrices. The Pauli decomposition has normalization \(1+2.4+3.2=6.6\). The eigenvalues are \(5\) and \(-3\), with normalized eigenvectors \((2,1)/\sqrt5\) and \((1,-2)/\sqrt5\), so \(\|H\|=5\).

With \(\alpha=5\) the rescaled eigenvalues are \(1\) and \(-0.6\), and their phases are \(1\) and \(-0.6+0.8\,\mathrm{i}\). This gives
\[
U=\begin{pmatrix}0.68+0.16\,\mathrm{i}&0.64-0.32\,\mathrm{i}\\0.64-0.32\,\mathrm{i}&-0.28+0.64\,\mathrm{i}\end{pmatrix}.
\]
The matrix is symmetric, so \(U+U^\dagger\) is twice its real part, and \(\frac52(U+U^\dagger)\) returns \(H\). The first column has squared length \(0.4624+0.0256+0.4096+0.1024=1\), as it should.

### The Lean file

```lean
import Mathlib

open Matrix
open scoped Matrix.Norms.L2Operator

namespace TwoUnitaryLCU

noncomputable section

variable {n : Type*} [Fintype n] [DecidableEq n]

/-- The number `x + i √(1 - x²)`, a phase when `|x| ≤ 1`. For `|x| > 1` the real square root is 0 by
convention and the value is `x`. -/
def energyPhase (x : ℝ) : ℂ := ⟨x, Real.sqrt (1 - x ^ 2)⟩

/-- The normalizations `∑ |c_j|` of all finite decompositions `H = ∑ c_j U_j` into unitaries. -/
def lcuNormalizations (H : Matrix n n ℂ) : Set ℝ :=
  {s | ∃ (m : ℕ) (c : Fin m → ℂ) (U : Fin m → Matrix n n ℂ),
    (∀ j, U j ∈ unitaryGroup n ℂ) ∧ H = ∑ j, c j • U j ∧ s = ∑ j, ‖c j‖}

/-- The Hadamard gate on one ancilla qubit, with the identity on the system. -/
def ancillaHadamard (n : Type*) [DecidableEq n] : Matrix (n ⊕ n) (n ⊕ n) ℂ :=
  ((Real.sqrt 2 : ℝ) : ℂ)⁻¹ • fromBlocks 1 1 1 (-1)

/-- The select gate: `U` acts if the ancilla is in state 0, and `Uᴴ` if it is in state 1. -/
def selectGate (U : Matrix n n ℂ) : Matrix (n ⊕ n) (n ⊕ n) ℂ := fromBlocks U 0 0 Uᴴ

/-- The one-ancilla LCU circuit: Hadamard, select, Hadamard. -/
def lcuCircuit (U : Matrix n n ℂ) : Matrix (n ⊕ n) (n ⊕ n) ℂ :=
  ancillaHadamard n * selectGate U * ancillaHadamard n

/-- For `|x| ≤ 1` the energy phase has unit modulus, and it sums with its conjugate to `2x`. -/
theorem energyPhase_spec {x : ℝ} (hx : |x| ≤ 1) :
    energyPhase x * star (energyPhase x) = 1 ∧
      energyPhase x + star (energyPhase x) = 2 * (x : ℂ) := by
  have h0 : 0 ≤ 1 - x ^ 2 := by
    have := abs_le.1 hx
    nlinarith [this.1, this.2]
  have h := Real.mul_self_sqrt h0
  constructor
  · apply Complex.ext
    · simp [energyPhase]
      nlinarith [h]
    · simp [energyPhase]
      ring
  · apply Complex.ext
    · simp [energyPhase]
      ring
    · simp [energyPhase]

/-- The adjoint of a unitary matrix is unitary. -/
theorem adjoint_mem {U : Matrix n n ℂ} (hU : U ∈ unitaryGroup n ℂ) :
    Uᴴ ∈ unitaryGroup n ℂ := by
  rw [mem_unitaryGroup_iff, star_eq_conjTranspose, conjTranspose_conjTranspose]
  exact mem_unitaryGroup_iff'.1 hU

/-- A Hermitian matrix with operator norm at most `α` is diagonalised by a unitary, with real
eigenvalues in `[-α, α]`. -/
theorem bounded_diagonalisation {H : Matrix n n ℂ} (hH : H.IsHermitian) {α : ℝ}
    (hn : ‖H‖ ≤ α) : ∃ V ∈ unitaryGroup n ℂ, ∃ e : n → ℝ,
      H = V * diagonal (fun i => (e i : ℂ)) * Vᴴ ∧ ∀ i, |e i| ≤ α := by
  have h : H = (hH.eigenvectorUnitary : Matrix n n ℂ) *
      diagonal (fun i => (hH.eigenvalues i : ℂ)) *
        (hH.eigenvectorUnitary : Matrix n n ℂ)ᴴ := by
    have h' := hH.spectral_theorem
    rw [Unitary.conjStarAlgAut_apply] at h'
    exact h'
  have hV := hH.eigenvectorUnitary.2
  refine ⟨_, hV, hH.eigenvalues, h, fun i => ?_⟩
  -- the operator norm is invariant under the change of basis
  have hnorm : ‖H‖ = ‖fun i => (hH.eigenvalues i : ℂ)‖ := by
    rw [← Matrix.l2_opNorm_diagonal]
    refine (congrArg norm h).trans ?_
    rw [CStarRing.norm_mul_mem_unitary _ (adjoint_mem hV), CStarRing.norm_mem_unitary_mul _ hV]
  have hi := norm_le_pi_norm (fun i => (hH.eigenvalues i : ℂ)) i
  rw [← hnorm, Complex.norm_real, Real.norm_eq_abs] at hi
  exact hi.trans hn

/-- Every Hermitian `H` with operator norm at most `α > 0` equals `(α/2)(U + Uᴴ)` for a
unitary `U` that commutes with `H`. -/
theorem hermitian_eq_two_unitaries {H : Matrix n n ℂ} (hH : H.IsHermitian) {α : ℝ}
    (hα : 0 < α) (hn : ‖H‖ ≤ α) :
    ∃ U ∈ unitaryGroup n ℂ, U * H = H * U ∧ H = ((α : ℂ) / 2) • (U + Uᴴ) := by
  obtain ⟨V, hV, e, hD, he⟩ := bounded_diagonalisation hH hn
  have hVV : Vᴴ * V = 1 := mem_unitaryGroup_iff'.1 hV
  have hx : ∀ i, |e i / α| ≤ 1 := fun i => by
    rw [abs_div, abs_of_pos hα, div_le_one hα]
    exact he i
  -- replace each eigenvalue by its phase
  let z : n → ℂ := fun i => energyPhase (e i / α)
  have hZ : diagonal z ∈ unitaryGroup n ℂ := by
    rw [mem_unitaryGroup_iff, star_eq_conjTranspose, diagonal_conjTranspose,
      diagonal_mul_diagonal]
    have h1 : (fun i => z i * (star z) i) = fun _ => 1 :=
      funext fun i => (energyPhase_spec (hx i)).1
    rw [h1, diagonal_one]
  have hmul : ∀ A B : Matrix n n ℂ, (V * A * Vᴴ) * (V * B * Vᴴ) = V * (A * B) * Vᴴ := by
    intro A B
    calc (V * A * Vᴴ) * (V * B * Vᴴ) = V * A * (Vᴴ * V) * (B * Vᴴ) := by
          simp only [Matrix.mul_assoc]
      _ = V * (A * B) * Vᴴ := by
          rw [hVV, Matrix.mul_one]
          simp only [Matrix.mul_assoc]
  refine ⟨V * diagonal z * Vᴴ, mul_mem (mul_mem hV hZ) (adjoint_mem hV), ?_, ?_⟩
  · -- functions of the same matrix commute
    rw [hD, hmul, hmul, diagonal_mul_diagonal, diagonal_mul_diagonal]
    simp only [mul_comm]
  · have hs : diagonal (fun i => (e i : ℂ)) =
        ((α : ℂ) / 2) • (diagonal z + diagonal (star z)) := by
      ext i j
      rcases eq_or_ne i j with rfl | hij
      · simp only [Matrix.smul_apply, Matrix.add_apply, diagonal_apply_eq, smul_eq_mul,
          Pi.star_apply]
        have hα' : (α : ℂ) ≠ 0 := by exact_mod_cast hα.ne'
        rw [(energyPhase_spec (hx i)).2]
        push_cast
        field_simp
      · simp [hij]
    have hadj : (V * diagonal z * Vᴴ)ᴴ = V * diagonal (star z) * Vᴴ := by
      rw [conjTranspose_mul, conjTranspose_mul, conjTranspose_conjTranspose,
        diagonal_conjTranspose, Matrix.mul_assoc]
    rw [hadj, hD, hs, Matrix.mul_smul, Matrix.smul_mul, Matrix.mul_add, Matrix.add_mul]

/-- The operator norm of a linear combination of unitaries is at most the sum of the absolute
values of its coefficients. -/
theorem norm_lcu_le {m : ℕ} (c : Fin m → ℂ) (U : Fin m → Matrix n n ℂ)
    (hU : ∀ j, U j ∈ unitaryGroup n ℂ) : ‖∑ j, c j • U j‖ ≤ ∑ j, ‖c j‖ := by
  refine (norm_sum_le _ _).trans (Finset.sum_le_sum fun j _ => ?_)
  have h1 : ‖U j‖ ≤ 1 := by
    rcases subsingleton_or_nontrivial (Matrix n n ℂ) with h | h
    · rw [Subsingleton.elim (U j) 0, norm_zero]
      exact zero_le_one
    · exact (CStarRing.norm_of_mem_unitary (hU j)).le
  rw [norm_smul]
  exact mul_le_of_le_one_right (norm_nonneg _) h1

/-- For Hermitian `H` the operator norm is the least normalization among all decompositions
of `H` into finitely many unitaries. -/
theorem norm_isLeast_normalization {H : Matrix n n ℂ} (hH : H.IsHermitian) :
    IsLeast (lcuNormalizations H) ‖H‖ := by
  constructor
  · rcases eq_or_ne H 0 with rfl | h0
    · exact ⟨0, fun _ => 0, fun _ => 1, fun _ => one_mem _, by simp, by simp⟩
    · obtain ⟨U, hU, -, hs⟩ := hermitian_eq_two_unitaries hH (norm_pos_iff.2 h0) le_rfl
      refine ⟨2, fun _ => (‖H‖ : ℂ) / 2, ![U, Uᴴ],
        Fin.forall_fin_two.2 ⟨hU, adjoint_mem hU⟩, ?_, ?_⟩
      · rw [Fin.sum_univ_two, ← smul_add]
        exact hs
      · have h2 : ‖(‖H‖ : ℂ) / 2‖ = ‖H‖ / 2 := by simp
        rw [Fin.sum_univ_two, h2]
        ring
  · rintro s ⟨m, c, U, hU, hs, rfl⟩
    rw [hs]
    exact norm_lcu_le c U hU

/-- The squared Hadamard amplitude is one half. -/
theorem amplitude_sq :
    ((Real.sqrt 2 : ℝ) : ℂ)⁻¹ * ((Real.sqrt 2 : ℝ) : ℂ)⁻¹ = 1 / 2 := by
  rw [← mul_inv, ← Complex.ofReal_mul, Real.mul_self_sqrt (by norm_num)]
  norm_num

/-- For unitary `U` the one-ancilla LCU circuit is unitary, and its block with the ancilla
in state 0 before and after is `(U + Uᴴ)/2`. -/
theorem lcuCircuit_spec {U : Matrix n n ℂ} (hU : U ∈ unitaryGroup n ℂ) :
    lcuCircuit U ∈ unitaryGroup (n ⊕ n) ℂ ∧
      (lcuCircuit U).toBlocks₁₁ = (1 / 2 : ℂ) • (U + Uᴴ) := by
  constructor
  · have hP : ancillaHadamard n ∈ unitaryGroup (n ⊕ n) ℂ := by
      have hstar : (ancillaHadamard n)ᴴ = ancillaHadamard n := by
        simp [ancillaHadamard, conjTranspose_smul, fromBlocks_conjTranspose]
      rw [mem_unitaryGroup_iff, star_eq_conjTranspose, hstar, ancillaHadamard,
        smul_mul_smul_comm, amplitude_sq, fromBlocks_multiply, fromBlocks_smul,
        ← fromBlocks_one]
      congr 1 <;> simp only [Matrix.mul_one, Matrix.mul_neg, neg_neg] <;> module
    have hS : selectGate U ∈ unitaryGroup (n ⊕ n) ℂ := by
      have h1 : U * Uᴴ = 1 := mem_unitaryGroup_iff.1 hU
      have h2 : Uᴴ * U = 1 := mem_unitaryGroup_iff'.1 hU
      rw [mem_unitaryGroup_iff, star_eq_conjTranspose, selectGate, fromBlocks_conjTranspose,
        fromBlocks_multiply]
      simp [h1, h2]
    exact mul_mem (mul_mem hP hS) hP
  · rw [lcuCircuit, ancillaHadamard, selectGate, Matrix.smul_mul, Matrix.smul_mul,
      Matrix.mul_smul, smul_smul, amplitude_sq, fromBlocks_multiply, fromBlocks_multiply,
      fromBlocks_smul, toBlocks_fromBlocks₁₁]
    simp

/-- Every Hermitian `H` with operator norm at most `α > 0` has a unitary one-ancilla LCU
circuit whose upper-left block is `H/α`. -/
theorem one_ancilla_block_encoding {H : Matrix n n ℂ} (hH : H.IsHermitian) {α : ℝ}
    (hα : 0 < α) (hn : ‖H‖ ≤ α) :
    ∃ U ∈ unitaryGroup n ℂ, lcuCircuit U ∈ unitaryGroup (n ⊕ n) ℂ ∧
      (lcuCircuit U).toBlocks₁₁ = (α : ℂ)⁻¹ • H := by
  obtain ⟨U, hU, -, hs⟩ := hermitian_eq_two_unitaries hH hα hn
  refine ⟨U, hU, (lcuCircuit_spec hU).1, ?_⟩
  have hα' : (α : ℂ) ≠ 0 := by exact_mod_cast hα.ne'
  have hc : (α : ℂ)⁻¹ * ((α : ℂ) / 2) = 1 / 2 := by field_simp
  rw [(lcuCircuit_spec hU).2, hs, smul_smul, hc]

end

end TwoUnitaryLCU
```

```lean
#print axioms TwoUnitaryLCU.hermitian_eq_two_unitaries
-- 'TwoUnitaryLCU.hermitian_eq_two_unitaries' depends on axioms: [propext, Classical.choice, Quot.sound]
#print axioms TwoUnitaryLCU.norm_isLeast_normalization
-- 'TwoUnitaryLCU.norm_isLeast_normalization' depends on axioms: [propext, Classical.choice, Quot.sound]
#print axioms TwoUnitaryLCU.one_ancilla_block_encoding
-- 'TwoUnitaryLCU.one_ancilla_block_encoding' depends on axioms: [propext, Classical.choice, Quot.sound]
```

### What the theorems say

The type `n` labels the basis states of the system. It is finite and otherwise arbitrary, so `Matrix n n ℂ` covers any Hamiltonian already written in a finite orthonormal basis, such as an active-space Hamiltonian in the basis of Slater determinants built from a finite set of orthonormal orbitals. Unbounded operators are not covered. The line `open scoped Matrix.Norms.L2Operator` makes `‖H‖` the operator norm for the usual Euclidean length of state vectors, and `Uᴴ` is \(U^\dagger\).

`hermitian_eq_two_unitaries` is the main claim. Its hypotheses are that `H` is Hermitian, that `0 < α`, and that `‖H‖ ≤ α`. The number `α` is an energy scale, in the same unit as `H`, that brings the whole spectrum into \([-1,1]\) after division. It is an input: the theorem does not compute a bound on the norm. The conclusion supplies a unitary `U` with `U * H = H * U` and `H = ((α : ℂ) / 2) • (U + Uᴴ)`.

`norm_isLeast_normalization` concerns the set `lcuNormalizations H`, which collects the values \(\sum_j|c_j|\) over all finite decompositions of `H` into unitaries. The number of terms `m` is free and may be zero, and the coefficients may be complex. `IsLeast` means that `‖H‖` belongs to this set and is a lower bound for it.

`one_ancilla_block_encoding` puts the ancilla into the index type `n ⊕ n`: the left copy of `n` is ancilla state 0 and the right copy is state 1. The theorem gives a unitary `U` for which `lcuCircuit U` is unitary and its block `toBlocks₁₁` equals `(α : ℂ)⁻¹ • H`. The encoding is exact.

The result sets a floor: no LCU of a given finite matrix \(H\) can have a normalization below \(\|H\|\). The floor belongs to the matrix that is encoded. One may encode \(H-c\) instead, with a known real constant \(c\), and add \(c\) back to the energies afterwards; in the numerical example above, \(c=1\) lowers the norm from 5 to 4. The normalization matters because the query count of qubitized phase estimation at fixed energy precision grows with the normalization, a fact about those algorithms that the file does not treat. Nor does it bound the gate cost of `U`, so a Pauli decomposition with a larger normalization can still give the cheaper circuit. Moreover, the construction here uses a full diagonalisation of `H`, which already yields the energies that phase estimation is meant to find.

### How the proof follows the derivation

**The phase.** `energyPhase` is \(z(x)\), defined by its real and imaginary parts. `energyPhase_spec` proves the two identities for \(z\) by comparing these parts with `Complex.ext`. The bound \(|x|\le1\) gives \(1-x^2\ge0\), which is what allows `Real.mul_self_sqrt` to turn the squared root back into \(1-x^2\).

**The eigenvalue bound.** `bounded_diagonalisation` takes \(H=VDV^\dagger\) from Mathlib's spectral theorem. Its step `hnorm` is the equality \(\|H\|=\|D\|\): two lemmas on multiplication by unitaries remove \(V\) and \(V^\dagger\), and `Matrix.l2_opNorm_diagonal` identifies the norm of a diagonal matrix with the largest entry in absolute value. The small lemma `adjoint_mem` supplies the unitarity of \(V^\dagger\).

**The two unitaries.** In `hermitian_eq_two_unitaries`, `hx` is the bound \(|e_i/\alpha|\le1\), and `hZ` shows that \(Z\) is unitary. The step `hmul` is the cancellation of \(V^\dagger V\) in the middle of a product,
\[
(VAV^\dagger)(VBV^\dagger)=V(AB)V^\dagger ,
\]
for arbitrary matrices \(A\) and \(B\). Used on both sides of \(UH=HU\), it reduces commutation to that of diagonal matrices. The step `hs` is \(D=\frac{\alpha}{2}(Z+Z^\dagger)\), checked entry by entry, and `hadj` computes \(U^\dagger=VZ^\dagger V^\dagger\). The final rewrite combines them.

**The least normalization.** `norm_lcu_le` is the triangle inequality. It treats separately the case of an empty basis, where the identity is the zero matrix and a unitary has norm 0 instead of 1. `norm_isLeast_normalization` then has two halves. Membership uses the empty sum for \(H=0\), and otherwise the main theorem with \(\alpha=\|H\|\) and the list `![U, Uᴴ]`. The lower bound is `norm_lcu_le`.

**The circuit.** `amplitude_sq` is \((1/\sqrt2)^2=1/2\). In `lcuCircuit_spec`, `hP` and `hS` show that the Hadamard and select gates are unitary, so their product is too. The second half multiplies out the blocks with `fromBlocks_multiply` and reads off the upper-left one. `one_ancilla_block_encoding` inserts the `U` of the main theorem and uses \(\alpha^{-1}\cdot\frac{\alpha}{2}=\frac12\).
